# The split-off Auger line above a semi-elliptic two-hole band exists exactly when $U > w/2$, at $E = U + w^2/(4U)$

Energies are those of a pair of holes, measured from the centre of the two-hole band. That band fills $[-w, w]$, so $w > 0$ is its half-width, and its density of states is taken to be the semi-ellipse $\frac{2}{\pi w^2}\sqrt{w^2 - x^2}$, whose area is one. This shape is a simplification: for two non-interacting holes with the same one-hole density, the two-hole density is the self-convolution of that density, which is never exactly a semi-ellipse. The number $U$ is the on-site hole–hole interaction; a positive $U$ is a repulsion and raises the pair energy. The kinetic energy of the Auger electron falls as the pair energy rises, so a line above the band in pair energy lies below it on a kinetic-energy axis.

```lean
import Mathlib

open Real Filter Topology Set

namespace SplitOffAugerLine

noncomputable section

/-- The Green function of a semi-elliptic two-hole band of half-width `w`, at an energy `E` above
the band; its domain is `0 < w < E`. -/
def twoHoleG (w E : ℝ) : ℝ :=
  2 / (π * w ^ 2) * ∫ x in (-w)..w, √(w ^ 2 - x ^ 2) / (E - x)
```

This is the two-hole Green function without interaction,
$$G(E) = \frac{2}{\pi w^2}\int_{-w}^{w} \frac{\sqrt{w^2 - x^2}}{E - x}\,dx .$$
In Lean, `twoHoleG` is a function of two real numbers. Only energies above the band, $E > w$, are used, where the integrand has no pole and $G$ is real.

```lean
/-- The energy `U + w² / (4U)`, for `U ≠ 0`. -/
def lineEnergy (w U : ℝ) : ℝ := U + w ^ 2 / (4 * U)
```

We write $E_L = U + w^2/(4U)$ for `lineEnergy w U`. At this stage it is only a formula; that it solves anything has to be proved.

```lean
/-- The two-hole Green function with the on-site repulsion `U` summed to all orders (ladder sum);
its domain is `0 < w < E` with `U G(E) ≠ 1`. -/
def interactingG (w U E : ℝ) : ℝ := twoHoleG w E / (1 - U * twoHoleG w E)
```

Repeated scattering of the two holes on one site gives the geometric series $G + GUG + \dots$, with closed form $G/(1 - UG)$. The file takes this form as a definition and does not derive it from a Hamiltonian. It is exact for two holes of opposite spin in an otherwise filled single band if they interact on that one site only. If every site has the same $U$, the formula holds separately for each total momentum of the pair, with its own $G$, and the line generally spreads into a band. A pole above the band, where $U\,G(E) = 1$, is a bound pair.

## The band integral in closed form

```lean
/-- Chain rule for the arcsine, with the cosine `c > 0` of the angle supplied. -/
theorem hasDerivAt_arcsin_comp {f : ℝ → ℝ} {f' x c : ℝ} (hf : HasDerivAt f f' x)
    (c0 : 0 < c) (hc : c ^ 2 = 1 - f x ^ 2) :
    HasDerivAt (fun y => arcsin (f y)) (f' / c) x := by
  have hc2 := pow_pos c0 2
  have h1 : f x ≠ -1 := by
    intro h
    rw [h] at hc
    linarith
  have h2 : f x ≠ 1 := by
    intro h
    rw [h] at hc
    linarith
  have h := (Real.hasDerivAt_arcsin h1 h2).comp x hf
  rw [← hc, Real.sqrt_sq c0.le] at h
  exact h.congr_deriv (by ring)
```

A Lean theorem lists its hypotheses before the colon and its conclusion after it. `HasDerivAt f f' x` says that $f$ has derivative $f'$ at $x$. If $c > 0$ and $c^2 = 1 - f(x)^2$, then $\arcsin f$ has derivative $f'/c$ there. The proof first excludes $f(x) = \pm 1$, where $c$ would vanish, and then applies the chain rule.

```lean
/-- For `0 < w < E`, the integral of `√(w² - x²) / (E - x)` over the band `[-w, w]` is
`π (E - √(E² - w²))`. -/
theorem band_integral {w E : ℝ} (hw : 0 < w) (hE : w < E) :
    ∫ x in (-w)..w, √(w ^ 2 - x ^ 2) / (E - x) = π * (E - √(E ^ 2 - w ^ 2)) := by
  have hpos : 0 < E ^ 2 - w ^ 2 := by nlinarith
  obtain ⟨s, hsdef⟩ : ∃ s, s = √(E ^ 2 - w ^ 2) := ⟨_, rfl⟩
  have s0 : 0 < s := by rw [hsdef]; exact Real.sqrt_pos.mpr hpos
  have hs : s ^ 2 = E ^ 2 - w ^ 2 := by rw [hsdef]; exact Real.sq_sqrt hpos.le
  rw [← hsdef]
  have hu : ContinuousOn (fun x : ℝ => (E * x - w ^ 2) / (w * (E - x))) (Icc (-w) w) :=
    ContinuousOn.div (by fun_prop) (by fun_prop)
      (fun x hx => (mul_pos hw (by linarith [hx.2])).ne')
  have h1 : Continuous (fun x : ℝ => E * arcsin (x / w) - √(w ^ 2 - x ^ 2)) :=
    (continuous_const.mul (Real.continuous_arcsin.comp (continuous_id.div_const w))).sub
      (by fun_prop)
  -- the antiderivative is continuous up to the band edges
  have hF : ContinuousOn (fun x : ℝ => E * arcsin (x / w) - √(w ^ 2 - x ^ 2)
      - s * arcsin ((E * x - w ^ 2) / (w * (E - x)))) (Icc (-w) w) :=
    h1.continuousOn.sub (continuousOn_const.mul (Real.continuous_arcsin.comp_continuousOn hu))
  have hi : ContinuousOn (fun x : ℝ => √(w ^ 2 - x ^ 2) / (E - x)) (Icc (-w) w) :=
    ContinuousOn.div (by fun_prop) (by fun_prop)
      (fun x hx => (show 0 < E - x by linarith [hx.2]).ne')
  -- inside the band its derivative is the integrand
  have hd : ∀ x ∈ Ioo (-w) w, HasDerivAt (fun x : ℝ => E * arcsin (x / w) - √(w ^ 2 - x ^ 2)
      - s * arcsin ((E * x - w ^ 2) / (w * (E - x)))) (√(w ^ 2 - x ^ 2) / (E - x)) x := by
    intro x hx
    have hq : 0 < w ^ 2 - x ^ 2 := by nlinarith [hx.1, hx.2]
    have hEx : 0 < E - x := by linarith [hx.2]
    have hx0 : E - x ≠ 0 := hEx.ne'
    have hne : w * (E - x) ≠ 0 := (mul_pos hw hEx).ne'
    obtain ⟨r, hrdef⟩ : ∃ r, r = √(w ^ 2 - x ^ 2) := ⟨_, rfl⟩
    have r0 : 0 < r := by rw [hrdef]; exact Real.sqrt_pos.mpr hq
    have hr : r ^ 2 = w ^ 2 - x ^ 2 := by rw [hrdef]; exact Real.sq_sqrt hq.le
    have c1 : (r / w) ^ 2 = 1 - (x / w) ^ 2 := by
      rw [div_pow, hr, div_pow, eq_sub_iff_add_eq, ← add_div,
        div_eq_one_iff_eq (pow_ne_zero 2 hw.ne')]
      ring
    have c2 : (s * r / (w * (E - x))) ^ 2 = 1 - ((E * x - w ^ 2) / (w * (E - x))) ^ 2 := by
      rw [div_pow, mul_pow, hs, hr, div_pow, eq_sub_iff_add_eq, ← add_div,
        div_eq_one_iff_eq (pow_ne_zero 2 hne)]
      ring
    have hA := hasDerivAt_arcsin_comp ((hasDerivAt_id' x).div_const w) (div_pos r0 hw) c1
    have hn : HasDerivAt (fun y : ℝ => E * y - w ^ 2) E x := by
      simpa using ((hasDerivAt_id' x).const_mul E).sub_const (w ^ 2)
    have hm : HasDerivAt (fun y : ℝ => w * (E - y)) (-w) x := by
      simpa using ((hasDerivAt_id' x).const_sub E).const_mul w
    have hv : HasDerivAt (fun y : ℝ => (E * y - w ^ 2) / (w * (E - y)))
        (s ^ 2 / (w * (E - x) ^ 2)) x :=
      (hn.fun_div hm hne).congr_deriv (by
        rw [hs, div_eq_div_iff (pow_ne_zero 2 hne) (mul_ne_zero hw.ne' (pow_ne_zero 2 hx0))]
        ring)
    have hB := hasDerivAt_arcsin_comp hv (div_pos (mul_pos s0 r0) (mul_pos hw hEx)) c2
    have h0 : HasDerivAt (fun y : ℝ => w ^ 2 - y ^ 2) (-(2 * x)) x := by
      simpa using (hasDerivAt_pow 2 x).const_sub (w ^ 2)
    have hC := h0.sqrt hq.ne'
    refine ((hA.const_mul E).fun_sub hC |>.fun_sub (hB.const_mul s)).congr_deriv ?_
    rw [← hrdef]
    have e1 : 1 / w / (r / w) = 1 / r := by field_simp
    have e2 : s * (s ^ 2 / (w * (E - x) ^ 2) / (s * r / (w * (E - x))))
        = s ^ 2 / ((E - x) * r) := by field_simp
    rw [e1, e2, hs]
    field_simp
    linear_combination -hr
  rw [intervalIntegral.integral_eq_sub_of_hasDerivAt_of_le (by linarith) hF hd
    (hi.intervalIntegrable_of_Icc (by linarith))]
  -- both arcsines run from -π/2 to π/2 across the band
  have u1 : (E * w - w ^ 2) / (w * (E - w)) = 1 := by
    rw [div_eq_one_iff_eq (mul_pos hw (by linarith)).ne']
    ring
  have u2 : (E * (-w) - w ^ 2) / (w * (E - (-w))) = -1 := by
    rw [div_eq_iff (mul_pos hw (by linarith)).ne']
    ring
  have a1 : w / w = 1 := div_self hw.ne'
  have a2 : -w / w = -1 := by rw [neg_div, a1]
  simp only [u1, u2, a1, a2, Real.arcsin_one, Real.arcsin_neg_one, neg_sq, sub_self]
  ring
```

For $E > w > 0$ the integral equals $\pi\left(E - \sqrt{E^2 - w^2}\right)$. By hand, put $s = \sqrt{E^2 - w^2}$ and $r = \sqrt{w^2 - x^2}$, and try the antiderivative
$$F(x) = E\arcsin\frac{x}{w} - r - s\arcsin u, \qquad u = \frac{Ex - w^2}{w(E - x)} .$$
The quotient rule gives $u' = \dfrac{s^2}{w(E-x)^2}$. Expanding the squares gives
$$1 - u^2 = \frac{w^2(E-x)^2 - (Ex - w^2)^2}{w^2(E-x)^2} = \frac{s^2 r^2}{w^2(E-x)^2} .$$
Inside the band, therefore, $(\arcsin u)' = \dfrac{s}{(E-x)\,r}$, and
$$F'(x) = \frac{E}{r} + \frac{x}{r} - \frac{s^2}{(E-x)\,r} = \frac{(E^2 - x^2) - (E^2 - w^2)}{(E-x)\,r} = \frac{r}{E-x} ,$$
which is the integrand. At $x = \pm w$ both arcsines have argument $\pm 1$ and $r = 0$, so $F(w) - F(-w) = \pi E - \pi s$.

The Lean proof has the same parts. `c1` and `c2` are the identities for the two cosines, `hv` is the derivative of $u$, and `hd` is $F' = r/(E-x)$ on the open interval `Ioo (-w) w`. The derivatives of the separate terms blow up at the band edges. The version of the fundamental theorem of calculus used here therefore asks only for continuity on the closed interval `Icc (-w) w`, which is `hF`, and integrability of the integrand, which follows from `hi`. The lines `u1` to `a2` evaluate the endpoints.

```lean
/-- Closed form of the two-hole Green function above the band. -/
theorem twoHoleG_eq {w E : ℝ} (hw : 0 < w) (hE : w < E) :
    twoHoleG w E = 2 * (E - √(E ^ 2 - w ^ 2)) / w ^ 2 := by
  have hpi := Real.pi_ne_zero
  rw [twoHoleG, band_integral hw hE]
  field_simp
```

Multiplying by the prefactor gives
$$G(E) = \frac{2\left(E - \sqrt{E^2 - w^2}\right)}{w^2}, \qquad E > w .$$
The tactic `field_simp` clears the denominators.

## The bound-pair energy and its threshold

```lean
/-- For `U ≠ 0` the line energy differs from the upper band edge `w` by `(2U - w)² / (4U)`. -/
theorem lineEnergy_sub_edge {w U : ℝ} (hU : U ≠ 0) :
    lineEnergy w U - w = (2 * U - w) ^ 2 / (4 * U) := by
  unfold lineEnergy
  field_simp
  ring
```

The distance from the upper band edge is a perfect square over $4U$:
$$E_L - w = \frac{4U^2 - 4Uw + w^2}{4U} = \frac{(2U - w)^2}{4U} .$$

```lean
/-- For `U > w/2 > 0` the square root in the Green function, taken at the line energy, is
`U - w² / (4U)`. -/
theorem sqrt_lineEnergy {w U : ℝ} (hw : 0 < w) (hU : w / 2 < U) :
    √(lineEnergy w U ^ 2 - w ^ 2) = U - w ^ 2 / (4 * U) := by
  have U0 : 0 < U := by linarith
  have hp : 0 ≤ U - w ^ 2 / (4 * U) := by
    rw [sub_nonneg, div_le_iff₀ (by positivity)]
    nlinarith
  have e : lineEnergy w U ^ 2 - w ^ 2 = (U - w ^ 2 / (4 * U)) ^ 2 := by
    unfold lineEnergy
    field_simp
    ring
  rw [e, Real.sqrt_sq hp]
```

For $U > w/2$ the root needed in $G(E_L)$ is explicit, because
$$E_L^2 - w^2 = \left(U + \frac{w^2}{4U}\right)^2 - w^2 = \left(U - \frac{w^2}{4U}\right)^2 .$$
The condition on $U$ makes the last bracket positive, so it is the square root itself. This sign is `hp` in the proof.

```lean
/-- The split-off Auger line: an energy `E` above a semi-elliptic two-hole band of half-width
`w > 0` solves the bound-pair equation `U G(E) = 1` exactly when `U > w/2` and `E = U + w² / (4U)`.
-/
theorem bound_pair_iff {w U E : ℝ} (hw : 0 < w) :
    (w < E ∧ U * twoHoleG w E = 1) ↔ (w / 2 < U ∧ E = lineEnergy w U) := by
  constructor
  · rintro ⟨hE, h⟩
    have hpos : 0 < E ^ 2 - w ^ 2 := by nlinarith
    rw [twoHoleG_eq hw hE, ← mul_div_assoc, div_eq_one_iff_eq (pow_ne_zero 2 hw.ne')] at h
    have s0 := Real.sqrt_pos.mpr hpos
    have hs := Real.sq_sqrt hpos.le
    generalize √(E ^ 2 - w ^ 2) = s at h s0 hs
    have hlt : 0 < E - s := by
      have : s < E := lt_of_pow_lt_pow_left₀ 2 (by linarith) (by linarith [pow_pos hw 2])
      linarith
    -- (E - s)(E + s) = w² turns the equation into E + s = 2U
    have hsum : E + s = 2 * U :=
      mul_left_cancel₀ hlt.ne' (by linear_combination -hs - h)
    have hU : w / 2 < U := by linarith
    have hw2 : w ^ 2 = 4 * U * (E - U) := by linear_combination -h - 2 * U * hsum
    have U4 : 4 * U ≠ 0 := by linarith
    refine ⟨hU, ?_⟩
    rw [lineEnergy, hw2, mul_div_cancel_left₀ _ U4]
    ring
  · rintro ⟨hU, rfl⟩
    have U0 : 0 < U := by linarith
    have hE : w < lineEnergy w U := by
      have h := lineEnergy_sub_edge (w := w) U0.ne'
      have : 0 < (2 * U - w) ^ 2 / (4 * U) :=
        div_pos (pow_pos (by linarith) 2) (by linarith)
      linarith
    refine ⟨hE, ?_⟩
    rw [twoHoleG_eq hw hE, sqrt_lineEnergy hw hU, lineEnergy]
    field_simp
    ring
```

This is the main theorem. For $w > 0$ and any real $U$ and $E$, the statement "$E > w$ and $U\,G(E) = 1$" is equivalent to "$U > w/2$ and $E = E_L$". It contains existence, uniqueness and the value of the energy, and it needs no assumption on the sign of $U$.

From left to right, let $s = \sqrt{E^2 - w^2} > 0$. The equation reads $2U(E - s) = w^2$, while $(E - s)(E + s) = w^2$ holds identically. Since $E - s > 0$, we may divide by it:
$$E + s = 2U .$$
With $E > w$ and $s > 0$ this gives $2U > w$. Inserting $s = 2U - E$ into the equation gives $w^2 = 4U(E - U)$, hence $E = U + w^2/(4U)$. In Lean these steps are `hsum`, `hU` and `hw2`; `linear_combination` checks that an equation follows from the named ones by algebra.

From right to left, the edge formula gives $E_L > w$. The explicit root gives $E_L - \sqrt{E_L^2 - w^2} = w^2/(2U)$, so $G(E_L) = 1/U$.

For $0 < U < w/2$ the formula for $E_L$ still yields an energy above the band, but by the theorem it is not a solution.

```lean
/-- For a semi-elliptic two-hole band of half-width `w > 0`, a bound pair above the band exists
exactly when `U > w/2`. -/
theorem exists_bound_pair_iff {w U : ℝ} (hw : 0 < w) :
    (∃ E, w < E ∧ U * twoHoleG w E = 1) ↔ w / 2 < U :=
  ⟨fun ⟨_, h⟩ => ((bound_pair_iff hw).mp h).1,
    fun h => ⟨lineEnergy w U, (bound_pair_iff hw).mpr ⟨h, rfl⟩⟩⟩
```

Here the energy is hidden behind "there exists": a bound pair above the band exists exactly when $U > w/2$, a quarter of the full width $2w$ of the two-hole band. Both directions are read off from the previous theorem. In this model, with a filled band and a semi-elliptic two-hole density, the threshold marks where an Auger spectrum acquires an atomic-like line beside its band-like part.

## The weight of the line

```lean
/-- For `U > w/2 > 0` the slope of the two-hole Green function at the line energy is
`-4 / (4U² - w²)`. -/
theorem hasDerivAt_twoHoleG {w U : ℝ} (hw : 0 < w) (hU : w / 2 < U) :
    HasDerivAt (twoHoleG w) (-4 / (4 * U ^ 2 - w ^ 2)) (lineEnergy w U) := by
  have U0 : 0 < U := by linarith
  have hD : 4 * U ^ 2 - w ^ 2 ≠ 0 := by
    have : 0 < 4 * U ^ 2 - w ^ 2 := by nlinarith
    exact this.ne'
  have hE := ((bound_pair_iff hw).mpr ⟨hU, rfl⟩ : w < lineEnergy w U ∧ _).1
  have hpos : 0 < lineEnergy w U ^ 2 - w ^ 2 := by nlinarith
  have h0 : HasDerivAt (fun y : ℝ => y ^ 2 - w ^ 2) (2 * lineEnergy w U) (lineEnergy w U) := by
    simpa using (hasDerivAt_pow 2 (lineEnergy w U)).sub_const (w ^ 2)
  have h1 := (((hasDerivAt_id' (lineEnergy w U)).fun_sub (h0.sqrt hpos.ne')).const_mul
    2).div_const (w ^ 2)
  have h2 := h1.congr_of_eventuallyEq (f₁ := twoHoleG w) (by
    filter_upwards [Ioi_mem_nhds hE] with y hy
    exact twoHoleG_eq hw hy)
  refine h2.congr_deriv ?_
  have e1 : lineEnergy w U = (4 * U ^ 2 + w ^ 2) / (4 * U) := by
    unfold lineEnergy
    field_simp
  have e2 : U - w ^ 2 / (4 * U) = (4 * U ^ 2 - w ^ 2) / (4 * U) := by
    field_simp
  rw [sqrt_lineEnergy hw hU, e2, e1]
  field_simp
  ring
```

For $E > w$ the closed form gives
$$G'(E) = \frac{2}{w^2}\left(1 - \frac{E}{\sqrt{E^2 - w^2}}\right) .$$
At the line, $E_L = \dfrac{4U^2 + w^2}{4U}$ and the root is $\dfrac{4U^2 - w^2}{4U}$, so
$$G'(E_L) = \frac{2}{w^2}\cdot\frac{-2w^2}{4U^2 - w^2} = -\frac{4}{4U^2 - w^2} .$$
The closed form is known only above the band, and a derivative needs it only near the point. The step with `congr_of_eventuallyEq` transfers the derivative from the closed form to `twoHoleG` for this reason.

```lean
/-- For `U > w/2 > 0` the spectral weight of the split-off line, the residue of the interacting
two-hole Green function at the line energy, is `1 - w² / (4U²)`. -/
theorem line_weight {w U : ℝ} (hw : 0 < w) (hU : w / 2 < U) :
    Tendsto (fun E => (E - lineEnergy w U) * interactingG w U E)
      (𝓝[≠] (lineEnergy w U)) (𝓝 (1 - w ^ 2 / (4 * U ^ 2))) := by
  have U0 : 0 < U := by linarith
  have hD : 4 * U ^ 2 - w ^ 2 ≠ 0 := by
    have : 0 < 4 * U ^ 2 - w ^ 2 := by nlinarith
    exact this.ne'
  have hb := ((bound_pair_iff hw).mpr ⟨hU, rfl⟩ : _ ∧ U * twoHoleG w (lineEnergy w U) = 1).2
  have hd := hasDerivAt_twoHoleG hw hU
  have hG := hd.continuousAt.tendsto.mono_left
    (nhdsWithin_le_nhds (s := {lineEnergy w U}ᶜ))
  have hS := (hasDerivAt_iff_tendsto_slope.mp hd).const_mul (-U)
  have hne : -U * (-4 / (4 * U ^ 2 - w ^ 2)) ≠ 0 :=
    mul_ne_zero (neg_ne_zero.mpr U0.ne') (div_ne_zero (by norm_num) hD)
  have hlim := hG.div hS hne
  have hval : twoHoleG w (lineEnergy w U) / (-U * (-4 / (4 * U ^ 2 - w ^ 2)))
      = 1 - w ^ 2 / (4 * U ^ 2) := by
    rw [eq_div_of_mul_eq U0.ne' ((mul_comm _ _).trans hb)]
    field_simp
  rw [hval] at hlim
  refine hlim.congr (fun E => ?_)
  -- 1 - U G(E) is -U times the increment of G from the line
  have e : -U * slope (twoHoleG w) (lineEnergy w U) E
      = (1 - U * twoHoleG w E) / (E - lineEnergy w U) := by
    rw [slope_def_field, ← mul_div_assoc]
    congr 1
    linear_combination hb
  simp only [Pi.div_apply, interactingG]
  rw [e, div_div_eq_mul_div]
  ring

end

end SplitOffAugerLine
```

The spectral weight is the residue of the interacting function at its pole. `Tendsto` expresses a limit, and `𝓝[≠]` says that $E$ approaches $E_L$ without being equal to it:
$$\lim_{E \to E_L} (E - E_L)\,\frac{G(E)}{1 - U\,G(E)} = 1 - \frac{w^2}{4U^2}, \qquad U > \frac{w}{2} .$$
By hand, use $U\,G(E_L) = 1$ to write
$$\frac{1 - U\,G(E)}{E - E_L} = -U\,\frac{G(E) - G(E_L)}{E - E_L} \;\longrightarrow\; -U\,G'(E_L) = \frac{4U}{4U^2 - w^2} .$$
The numerator $G(E)$ tends to $1/U$ by continuity. The quotient of the two limits is
$$\frac{1}{U}\cdot\frac{4U^2 - w^2}{4U} = 1 - \frac{w^2}{4U^2} .$$
In the proof, `hG` is the limit of the numerator, `hS` that of the difference quotient, which Mathlib calls `slope`, and `hval` is the final arithmetic. The identity `e` rewrites the difference quotient as above.

The weight goes to zero as $U$ comes down to $w/2$ and to one as $U$ grows. It belongs to the local two-hole function alone: Auger matrix elements and lifetime broadening, which also shape a measured line, do not enter the model.

```lean
#print axioms SplitOffAugerLine.bound_pair_iff
#print axioms SplitOffAugerLine.exists_bound_pair_iff
#print axioms SplitOffAugerLine.line_weight
```

```
'SplitOffAugerLine.bound_pair_iff' depends on axioms: [propext, Classical.choice, Quot.sound]
'SplitOffAugerLine.exists_bound_pair_iff' depends on axioms: [propext, Classical.choice, Quot.sound]
'SplitOffAugerLine.line_weight' depends on axioms: [propext, Classical.choice, Quot.sound]
```
